# Runge–Kutta steps with a symplectic tableau conserve the quadratic invariants of the flow when the stage equations hold exactly

A classical spin precessing in a magnetic field keeps its length, even if the field depends on the spin itself. The velocity is always perpendicular to the spin, so the squared length has zero rate of change. A time-stepping scheme replaces the curved path by a finite displacement, and an explicit Euler step along the tangent makes the spin longer. The symplectic condition on the Runge–Kutta coefficients, derived below, is sufficient to prevent this at any step length and not only in the limit of small steps.

Let the state $y$ live in a real vector space $V$, and let it obey $\dot y=f(y)$. The invariant is $B(y,y)$, with $B$ a symmetric bilinear form. Its rate is $2B(y,f(y))$, so the physical assumption is $B(y,f(y))=0$ for every $y$. For the spin, $B$ is the dot product. The form need not be positive: a component of angular momentum, which is bilinear in positions and momenta, also fits.

In Lean, `V` is any real module, of finite or infinite dimension, and the stages are labelled by a finite type `ι`.

```lean
import Mathlib

open Finset

namespace RungeKuttaQuadraticInvariants

noncomputable section

variable {ι V : Type*} [Fintype ι] [AddCommGroup V] [Module ℝ V]
```

## The coefficients and the step

A Runge–Kutta method is given by stage coefficients $a_{ij}$ and weights $b_i$, together called its tableau. The tableau is symplectic if, for all $i,j$,
$$b_i a_{ij}+b_j a_{ji}=b_i b_j .$$

```lean
/-- The symplectic condition on the coefficients of a Runge-Kutta method. -/
def IsSymplecticTableau (a : ι → ι → ℝ) (b : ι → ℝ) : Prop :=
  ∀ i j, b i * a i j + b j * a j i = b i * b j
```

With step length $h$ and slopes $k_i$, the internal stages are
$$Y_i=y+h\sum_j a_{ij}k_j .$$

```lean
/-- The internal stage `Y i` built from the initial state and the slopes `k`. -/
def stage (h : ℝ) (a : ι → ι → ℝ) (y : V) (k : ι → V) (i : ι) : V :=
  y + h • ∑ j, a i j • k j
```

The new state is
$$y^+=y+h\sum_i b_i k_i .$$

```lean
/-- The state after one time step of length `h` with slopes `k`. -/
def step (h : ℝ) (b : ι → ℝ) (y : V) (k : ι → V) : V :=
  y + h • ∑ i, b i • k i
```

Neither definition mentions $f$. The dynamics enters later through the stage equations $k_i=f(Y_i)$, which are in general implicit, since $Y_i$ depends on the slopes.

## An exact balance for two trajectories

Take a second trajectory with start $z$, slopes $l_i$, stages $Z_i$ and end $z^+$, advanced by the same tableau. Bilinearity gives
$$B(y^+,z^+)=B(y,z)+h\sum_i b_i\,[B(k_i,z)+B(y,l_i)]+h^2\sum_{i,j}b_ib_jB(k_i,l_j).$$

The rates are known at the stages and not at the starting points, so $z$ and $y$ are eliminated using
$$B(k_i,z)=B(k_i,Z_i)-h\sum_j a_{ij}B(k_i,l_j),$$
$$B(y,l_i)=B(Y_i,l_i)-h\sum_j a_{ij}B(k_j,l_i).$$

The last sum has its slopes in the opposite order. Exchanging the names of the two indices gives
$$\sum_{i,j}b_ia_{ij}B(k_j,l_i)=\sum_{i,j}b_ja_{ji}B(k_i,l_j).$$

Collecting the terms,
$$B(y^+,z^+)-B(y,z)=h\sum_i b_i\,[B(k_i,Z_i)+B(Y_i,l_i)]+h^2\sum_{i,j}(b_ib_j-b_ia_{ij}-b_ja_{ji})\,B(k_i,l_j).$$

This is algebra: it uses no differential equation, no symmetry of $B$ and no condition on the tableau. In the proof, `h1` is the first expansion, `hY` and `hZ` expand the stages, and `swap` is the exchange of indices. The facts `e1` and `e2` split the two sums of the result, and `linear_combination` adds everything up.

```lean
/-- Exact balance of a bilinear form over one step of two trajectories: the weighted
stage rates plus a second-order term governed by the defect of the tableau. -/
theorem bilinear_balance (B : V →ₗ[ℝ] V →ₗ[ℝ] ℝ) (h : ℝ) (a : ι → ι → ℝ) (b : ι → ℝ)
    (y z : V) (k l : ι → V) :
    B (step h b y k) (step h b z l) - B y z =
      h * ∑ i, b i * (B (k i) (stage h a z l i) + B (stage h a y k i) (l i)) +
      h ^ 2 * ∑ i, ∑ j, (b i * b j - b i * a i j - b j * a j i) * B (k i) (l j) := by
  have L : ∀ (c : ι → ℝ) (x : V), B (∑ i, c i • k i) x = ∑ i, c i * B (k i) x := by
    intro c x
    simp [map_sum, LinearMap.sum_apply]
  have R : ∀ (c : ι → ℝ) (x : V), B x (∑ i, c i • l i) = ∑ i, c i * B x (l i) := by
    intro c x
    simp [map_sum]
  -- expand the stages
  have hY : ∀ i, B (stage h a y k i) (l i) =
      B y (l i) + h * ∑ j, a i j * B (k j) (l i) := by
    intro i
    simp only [stage, map_add, map_smul, LinearMap.add_apply, LinearMap.smul_apply,
      smul_eq_mul, L]
  have hZ : ∀ i, B (k i) (stage h a z l i) =
      B (k i) z + h * ∑ j, a i j * B (k i) (l j) := by
    intro i
    simp only [stage, map_add, map_smul, smul_eq_mul, R]
  -- expand the new states
  have h1 : B (step h b y k) (step h b z l) =
      B y z + h * ∑ i, b i * B (k i) z + h * ∑ i, b i * B y (l i) +
        h ^ 2 * ∑ i, b i * ∑ j, b j * B (k i) (l j) := by
    simp only [step, map_add, map_smul, LinearMap.add_apply, LinearMap.smul_apply,
      smul_eq_mul, L]
    simp only [R]
    ring
  have e1 : ∑ i, b i * (B (k i) (stage h a z l i) + B (stage h a y k i) (l i)) =
      ∑ i, b i * B (k i) z + ∑ i, b i * B y (l i) +
        h * ∑ i, b i * ∑ j, a i j * B (k i) (l j) +
        h * ∑ i, b i * ∑ j, a i j * B (k j) (l i) := by
    rw [Finset.mul_sum, Finset.mul_sum, ← Finset.sum_add_distrib,
      ← Finset.sum_add_distrib, ← Finset.sum_add_distrib]
    refine Finset.sum_congr rfl fun i _ => ?_
    rw [hY, hZ]
    ring
  -- exchange the roles of the two stage indices
  have swap : ∑ i, b i * ∑ j, a i j * B (k j) (l i) =
      ∑ i, ∑ j, b j * a j i * B (k i) (l j) := by
    simp only [Finset.mul_sum]
    rw [Finset.sum_comm]
    exact Finset.sum_congr rfl fun i _ => Finset.sum_congr rfl fun j _ => by ring
  have e2 : ∑ i, ∑ j, (b i * b j - b i * a i j - b j * a j i) * B (k i) (l j) =
      ∑ i, b i * ∑ j, b j * B (k i) (l j) - ∑ i, b i * ∑ j, a i j * B (k i) (l j) -
        ∑ i, ∑ j, b j * a j i * B (k i) (l j) := by
    simp only [Finset.mul_sum, ← Finset.sum_sub_distrib]
    exact Finset.sum_congr rfl fun i _ => Finset.sum_congr rfl fun j _ => by ring
  linear_combination h1 - h * e1 - h ^ 2 * e2 - h ^ 2 * swap
```

## The drift of a quadratic invariant

Now let the two trajectories coincide, and impose $k_i=f(Y_i)$. Each stage contributes
$$B(k_i,Y_i)+B(Y_i,k_i)=2B(Y_i,f(Y_i))=0,$$
by symmetry and by the assumption on $f$. What remains is the drift for an arbitrary tableau:
$$B(y^+,y^+)-B(y,y)=h^2\sum_{i,j}(b_ib_j-b_ia_{ij}-b_ja_{ji})\,B(k_i,k_j).$$

The hypothesis `hf` is the invariance of $B(y,y)$ under the flow, and `hk` states the stage equations. The fact `hz` is the vanishing of the stage rates.

```lean
/-- For any Runge-Kutta method, the drift of a quadratic invariant of the flow over one
step is `h ^ 2` times the tableau defect contracted with the slopes. -/
theorem quadratic_drift (B : V →ₗ[ℝ] V →ₗ[ℝ] ℝ) (hB : ∀ x y, B x y = B y x)
    (f : V → V) (hf : ∀ y, B y (f y) = 0) (h : ℝ) (a : ι → ι → ℝ) (b : ι → ℝ)
    (y : V) (k : ι → V) (hk : ∀ i, k i = f (stage h a y k i)) :
    B (step h b y k) (step h b y k) - B y y =
      h ^ 2 * ∑ i, ∑ j, (b i * b j - b i * a i j - b j * a j i) * B (k i) (k j) := by
  -- the invariant has zero rate at every stage
  have hz : ∑ i, b i * (B (k i) (stage h a y k i) + B (stage h a y k i) (k i)) = 0 := by
    refine Finset.sum_eq_zero fun i _ => ?_
    have e := hf (stage h a y k i)
    rw [← hk i] at e
    rw [hB (k i) (stage h a y k i), e]
    ring
  rw [bilinear_balance B h a b y y k k, hz]
  ring
```

## Conservation under the symplectic condition

If the tableau is symplectic, every bracket in the drift is zero, and therefore
$$B(y^+,y^+)=B(y,y).$$

Read in words, the theorem takes a symmetric form `B`, a field `f` with $B(y,f(y))=0$ everywhere, a symplectic tableau, and any slopes `k` that solve the stage equations. It concludes that the invariant has the same value before and after the step. The field need not be smooth, and $h$ may be large or negative. If the stage equations have several solutions, each of them conserves the invariant.

```lean
/-- A Runge-Kutta step with a symplectic tableau conserves every quadratic invariant of
the flow, for any solution of the stage equations. -/
theorem quadratic_invariant_conserved (B : V →ₗ[ℝ] V →ₗ[ℝ] ℝ)
    (hB : ∀ x y, B x y = B y x) (f : V → V) (hf : ∀ y, B y (f y) = 0)
    (h : ℝ) (a : ι → ι → ℝ) (b : ι → ℝ) (hab : IsSymplecticTableau a b)
    (y : V) (k : ι → V) (hk : ∀ i, k i = f (stage h a y k i)) :
    B (step h b y k) (step h b y k) = B y y := by
  have d := quadratic_drift B hB f hf h a b y k hk
  have hz : ∑ i, ∑ j, (b i * b j - b i * a i j - b j * a j i) * B (k i) (k j) = 0 :=
    Finset.sum_eq_zero fun i _ => Finset.sum_eq_zero fun j _ => by
      linear_combination (-B (k i) (k j)) * hab i j
  rw [hz, mul_zero] at d
  exact sub_eq_zero.mp d
```

The existence of a solution is assumed, and so is its exactness; an iterative solver stopped at a finite tolerance leaves a residual that the theorem does not bound. All stages act on the whole state with one tableau, so partitioned schemes such as velocity Verlet are not covered. In simulation practice the result applies to spin lengths or quaternion norms advanced by such a one-tableau method with exactly solved stages, but not to the energy of an anharmonic force field, which is not quadratic.

## The symplectic form on tangent vectors

The same balance accounts for the name of the condition. Let $u$ and $v$ be small displacements of the initial state. Linearising the stage equations gives
$$k_i=A_i\Big(u+h\sum_j a_{ij}k_j\Big),\qquad l_i=A_i\Big(v+h\sum_j a_{ij}l_j\Big),$$
where $A_i$ is the Jacobian of $f$ at stage $i$, and $k_i,l_i$ are now the slopes of the displacements. For a Hamiltonian field, with $\omega$ the symplectic form, the Jacobian satisfies
$$\omega(A_iu,v)+\omega(u,A_iv)=0\quad\text{for all }u,v .$$

This is the infinitesimal statement that the flow preserves $\omega$. Applied to the stage displacements it removes the rate terms, the tableau condition removes the $h^2$ term, and $\omega(u^+,v^+)=\omega(u,v)$.

In Lean the maps `A i` are arbitrary linear maps with property `hA`. That they are derivatives of a field, and that the step map is differentiable, is the physical reading and not part of the theorem. The proof evaluates `hA` at the two stage displacements (`h1`) and inserts the tableau condition (`h2`).

```lean
/-- Two tangent vectors carried through the linearised step of a symplectic tableau keep
their pairing `ω`, if each stage Jacobian `A i` is infinitesimally symplectic. -/
theorem tangent_pairing_conserved (ω : V →ₗ[ℝ] V →ₗ[ℝ] ℝ) (A : ι → V →ₗ[ℝ] V)
    (hA : ∀ i u v, ω (A i u) v + ω u (A i v) = 0)
    (h : ℝ) (a : ι → ι → ℝ) (b : ι → ℝ) (hab : IsSymplecticTableau a b)
    (u v : V) (k l : ι → V) (hk : ∀ i, k i = A i (stage h a u k i))
    (hl : ∀ i, l i = A i (stage h a v l i)) :
    ω (step h b u k) (step h b v l) = ω u v := by
  have d := bilinear_balance ω h a b u v k l
  have h1 : ∑ i, b i * (ω (k i) (stage h a v l i) + ω (stage h a u k i) (l i)) = 0 := by
    refine Finset.sum_eq_zero fun i _ => ?_
    have e := hA i (stage h a u k i) (stage h a v l i)
    rw [← hk i, ← hl i] at e
    rw [e, mul_zero]
  have h2 : ∑ i, ∑ j, (b i * b j - b i * a i j - b j * a j i) * ω (k i) (l j) = 0 :=
    Finset.sum_eq_zero fun i _ => Finset.sum_eq_zero fun j _ => by
      linear_combination (-ω (k i) (l j)) * hab i j
  rw [h1, h2, mul_zero, mul_zero, add_zero] at d
  exact sub_eq_zero.mp d
```

## One stage: the theta method

The smallest nontrivial tableau has one stage, with $b=1$ and $a=\theta$. Here $\theta=0$ is explicit Euler, $\theta=1$ implicit Euler and $\theta=1/2$ the implicit midpoint rule. The field is evaluated at the averaged state $(1-\theta)y+\theta y^+$. The scheme that instead averages $f(y)$ and $f(y^+)$ is also called the theta method; it gives the trapezoidal rule at $\theta=1/2$ and is not the subject of this section. The drift formula has a single term,
$$B(y^+,y^+)-B(y,y)=h^2(1-2\theta)\,B(k,k).$$

If $h\neq0$ and $B(k,k)\neq0$, it vanishes exactly when $\theta=1/2$. For a positive definite $B$, the second condition says only that the system is moving at the stage; for an indefinite form it also excludes null slopes. The forward direction in Lean factors the product and discards the nonzero factor.

```lean
/-- A one-stage theta step with nonzero step length and `B(k,k) ≠ 0` conserves the
quadratic invariant exactly when `θ = 1/2`. -/
theorem theta_conserves_iff (B : V →ₗ[ℝ] V →ₗ[ℝ] ℝ) (hB : ∀ x y, B x y = B y x)
    (f : V → V) (hf : ∀ y, B y (f y) = 0) (h θ : ℝ) (hh : h ≠ 0) (y : V)
    (k : Fin 1 → V) (hk : ∀ i, k i = f (stage h (fun _ _ => θ) y k i))
    (hkk : B (k 0) (k 0) ≠ 0) :
    B (step h (fun _ => 1) y k) (step h (fun _ => 1) y k) = B y y ↔ θ = 1 / 2 := by
  have d := quadratic_drift B hB f hf h (fun _ _ => θ) (fun _ => 1) y k hk
  simp only [Fin.sum_univ_one] at d
  constructor
  · intro e
    have p : (h ^ 2 * B (k 0) (k 0)) * (1 - 2 * θ) = 0 := by linear_combination e - d
    rcases mul_eq_zero.mp p with q | q
    · exact absurd q (mul_ne_zero (pow_ne_zero 2 hh) hkk)
    · linarith
  · intro e
    linear_combination d - 2 * h ^ 2 * B (k 0) (k 0) * e
```

## Two stages: the Gauss method

The two-stage Gauss method has $b_1=b_2=1/2$, diagonal coefficients $1/4$ and off-diagonal coefficients $1/4\mp\sqrt3/6$. Lean numbers the stages 0 and 1.

```lean
/-- Stage coefficients of the two-stage Gauss method. -/
def gaussA : Fin 2 → Fin 2 → ℝ
  | 0, 0 => 1 / 4
  | 0, 1 => 1 / 4 - √3 / 6
  | 1, 0 => 1 / 4 + √3 / 6
  | 1, 1 => 1 / 4
```

On the diagonal the condition reads $2\cdot\tfrac12\cdot\tfrac14=\tfrac14$. Off the diagonal the square roots cancel:
$$\tfrac12\Big(\tfrac14-\tfrac{\sqrt3}{6}\Big)+\tfrac12\Big(\tfrac14+\tfrac{\sqrt3}{6}\Big)=\tfrac14 .$$

Lean checks the four index pairs separately.

```lean
/-- The two-stage Gauss method, with both weights `1/2`, has a symplectic tableau. -/
theorem gauss_isSymplecticTableau : IsSymplecticTableau gaussA (fun _ => 1 / 2) := by
  simp only [IsSymplecticTableau, Fin.forall_fin_two]
  refine ⟨⟨?_, ?_⟩, ⟨?_, ?_⟩⟩ <;> (simp only [gaussA]; ring)
```

## A midpoint step of the oscillator in numbers

For a harmonic oscillator in reduced units the invariant is $q^2+p^2$, twice the energy. Its bilinear form is $qq'+pp'$.

```lean
/-- The form `q q' + p p'` on the phase plane. -/
def planeDot : (ℝ × ℝ) →ₗ[ℝ] (ℝ × ℝ) →ₗ[ℝ] ℝ :=
  LinearMap.mk₂ ℝ (fun x y => x.1 * y.1 + x.2 * y.2)
    (by intros; simp only [Prod.fst_add, Prod.snd_add]; ring)
    (by intros; simp only [Prod.smul_fst, Prod.smul_snd, smul_eq_mul]; ring)
    (by intros; simp only [Prod.fst_add, Prod.snd_add]; ring)
    (by intros; simp only [Prod.smul_fst, Prod.smul_snd, smul_eq_mul]; ring)
```

The equations of motion are $\dot q=p$, $\dot p=-q$, so that $B(y,f(y))=qp-pq=0$.

```lean
/-- The harmonic oscillator field `(q, p) ↦ (p, -q)` in reduced units. -/
def oscillator (x : ℝ × ℝ) : ℝ × ℝ := (x.2, -x.1)
```

Start at $(q,p)=(1,0)$ and take a midpoint step with $h=2$. Since $h\theta=1$, the stage is $Y=(1,0)+k$, and the stage equation for $k=(k_q,k_p)$ becomes
$$k_q=k_p,\qquad k_p=-(1+k_q).$$

Its solution is $k=(-\tfrac12,-\tfrac12)$, with stage $Y=(\tfrac12,-\tfrac12)$. The new state is
$$y^+=(1,0)+2\,(-\tfrac12,-\tfrac12)=(0,-1),$$
and $q^2+p^2$ is 1 before and after. Explicit Euler from the same point has slope $(0,-1)$ and ends at $(1,-2)$, where $q^2+p^2=5$. The increase of 4 is the drift $h^2B(k,k)$.

The next theorem collects, for the midpoint step, the symmetry of the form, the invariance, the tableau condition, the stage equation and the end point.

```lean
/-- An implicit midpoint step of length 2 for the oscillator from `(1, 0)` meets all the
hypotheses of the conservation theorem, with slope `(-1/2, -1/2)`, and ends at `(0, -1)`. -/
theorem quadratic_invariant_conserved_witness :
    (∀ x y, planeDot x y = planeDot y x) ∧ (∀ y, planeDot y (oscillator y) = 0) ∧
    IsSymplecticTableau (fun _ _ : Fin 1 => (1 / 2 : ℝ)) (fun _ => 1) ∧
    (∀ i : Fin 1, ((-1 / 2, -1 / 2) : ℝ × ℝ) = oscillator
      (stage 2 (fun _ _ => 1 / 2) (1, 0) (fun _ => (-1 / 2, -1 / 2)) i)) ∧
    step 2 (fun _ : Fin 1 => 1) ((1, 0) : ℝ × ℝ) (fun _ => (-1 / 2, -1 / 2)) = (0, -1) := by
  refine ⟨fun x y => ?_, fun y => ?_, fun i j => ?_, fun i => ?_, ?_⟩
  · simp only [planeDot, LinearMap.mk₂_apply]; ring
  · simp only [planeDot, LinearMap.mk₂_apply, oscillator]; ring
  · norm_num
  · refine Prod.ext ?_ ?_ <;> norm_num [stage, oscillator]
  · refine Prod.ext ?_ ?_ <;> norm_num [step]
```

## The area form for a particle in one dimension

For one degree of freedom the symplectic form is the oriented area $\omega(u,v)=u_qv_p-u_pv_q$ spanned by two displacements, so preserving it means preserving phase-space volume.

```lean
/-- The area form `q p' - p q'` on the phase plane. -/
def areaForm : (ℝ × ℝ) →ₗ[ℝ] (ℝ × ℝ) →ₗ[ℝ] ℝ :=
  LinearMap.mk₂ ℝ (fun x y => x.1 * y.2 - x.2 * y.1)
    (by intros; simp only [Prod.fst_add, Prod.snd_add]; ring)
    (by intros; simp only [Prod.smul_fst, Prod.smul_snd, smul_eq_mul]; ring)
    (by intros; simp only [Prod.fst_add, Prod.snd_add]; ring)
    (by intros; simp only [Prod.smul_fst, Prod.smul_snd, smul_eq_mul]; ring)
```

A unit-mass particle in a potential $U(q)$ obeys $\dot q=p$, $\dot p=-U'(q)$. Its Jacobian is $(q,p)\mapsto(p,-cq)$ with local force constant $c=U''$, evaluated at the stage.

```lean
/-- The Jacobian `(q, p) ↦ (p, -c q)` of a unit-mass particle at local force constant `c`. -/
def newtonJacobian (c : ℝ) : (ℝ × ℝ) →ₗ[ℝ] (ℝ × ℝ) where
  toFun x := (x.2, -c * x.1)
  map_add' x y := Prod.ext rfl (mul_add (-c) x.1 y.1)
  map_smul' r x := Prod.ext rfl (mul_left_comm (-c) r x.1)
```

Substitution gives
$$\omega(Au,v)+\omega(u,Av)=(u_pv_p+c\,u_qv_q)+(-c\,u_qv_q-u_pv_p)=0 .$$

The value of $c$ drops out, so it may differ from stage to stage and may be negative, as near a barrier top. The Jacobians of an anharmonic potential thus meet the hypothesis `hA` of the tangent theorem.

```lean
/-- The Jacobian of a unit-mass particle is infinitesimally symplectic for the area form,
whatever the local force constant. -/
theorem tangent_pairing_conserved_witness (c : ℝ) (u v : ℝ × ℝ) :
    areaForm (newtonJacobian c u) v + areaForm u (newtonJacobian c v) = 0 := by
  simp only [areaForm, newtonJacobian, LinearMap.mk₂_apply, LinearMap.coe_mk, AddHom.coe_mk]
  ring

end

end RungeKuttaQuadraticInvariants
```

```lean
#print axioms RungeKuttaQuadraticInvariants.quadratic_invariant_conserved
-- 'RungeKuttaQuadraticInvariants.quadratic_invariant_conserved' depends on axioms: [propext, Classical.choice, Quot.sound]
#print axioms RungeKuttaQuadraticInvariants.tangent_pairing_conserved
-- 'RungeKuttaQuadraticInvariants.tangent_pairing_conserved' depends on axioms: [propext, Classical.choice, Quot.sound]
#print axioms RungeKuttaQuadraticInvariants.theta_conserves_iff
-- 'RungeKuttaQuadraticInvariants.theta_conserves_iff' depends on axioms: [propext, Classical.choice, Quot.sound]
#print axioms RungeKuttaQuadraticInvariants.gauss_isSymplecticTableau
-- 'RungeKuttaQuadraticInvariants.gauss_isSymplecticTableau' depends on axioms: [propext, Classical.choice, Quot.sound]
```
